# Products of n short-time steps with limiting generator D converge to exp D

The failing declaration `pow_tendsto_exp` is set in a complete normed algebra `𝔸` over `ℂ`: if a sequence of steps `x n` satisfies `n (x n - 1) → D` in norm, then `(x n)^n → exp D` in norm. Physically, an evolution built from `n` repetitions of one short step, whose deviation from the identity is `D / n` to leading order, approaches the exponential of the generator `D`. Here `D` is an element of the algebra and so has finite norm; neither unitarity of the steps, self-adjointness, nor commutativity is assumed. The attempt compares `x n` with the exact step `exp (D / n)`, whose `n`-th power is `exp D`, both lying within `(‖D‖ + 1) / n` of the identity for large `n`. The telescoping bound `norm_pow_sub_pow_le` then limits the difference of the powers to `Real.exp (‖D‖ + 1)` times `n ‖x n - exp (D / n)‖`, which tends to zero by the hypothesis and `short_time`.

In Lean, a first try:

```lean
import Mathlib

open Filter Topology NormedSpace Matrix

namespace ZenoDynamics

noncomputable section

/-- Telescoping bound: two steps within `c` of the identity have `k`-th powers that differ by
at most `k (1 + c)^k` times the difference of the steps. -/
theorem norm_pow_sub_pow_le {𝔸 : Type*} [NormedRing 𝔸] (x y : 𝔸) (c : ℝ)
    (hx : ‖x - 1‖ ≤ c) (hy : ‖y - 1‖ ≤ c) (k : ℕ) :
    ‖x ^ k - y ^ k‖ ≤ k * (1 + c) ^ k * ‖x - y‖ := by
  have hc : 0 ≤ c := (norm_nonneg _).trans hx
  have hl : ∀ z, ‖x * z‖ ≤ (1 + c) * ‖z‖ := fun z =>
    calc ‖x * z‖ = ‖z + (x - 1) * z‖ := by congr 1; noncomm_ring
      _ ≤ ‖z‖ + ‖x - 1‖ * ‖z‖ := (norm_add_le _ _).trans (add_le_add le_rfl (norm_mul_le _ _))
      _ ≤ ‖z‖ + c * ‖z‖ := by gcongr
      _ = (1 + c) * ‖z‖ := by ring
  have hr1 : ∀ z, ‖z * y‖ ≤ (1 + c) * ‖z‖ := fun z =>
    calc ‖z * y‖ = ‖z + z * (y - 1)‖ := by congr 1; noncomm_ring
      _ ≤ ‖z‖ + ‖z‖ * ‖y - 1‖ := (norm_add_le _ _).trans (add_le_add le_rfl (norm_mul_le _ _))
      _ ≤ ‖z‖ + ‖z‖ * c := by gcongr
      _ = (1 + c) * ‖z‖ := by ring
  have hr : ∀ (j : ℕ) z, ‖z * y ^ j‖ ≤ (1 + c) ^ j * ‖z‖ := by
    intro j z
    induction j with
    | zero => simp
    | succ j ih =>
      calc ‖z * y ^ (j + 1)‖ = ‖z * y ^ j * y‖ := by rw [pow_succ, mul_assoc]
        _ ≤ (1 + c) * ‖z * y ^ j‖ := hr1 _
        _ ≤ (1 + c) * ((1 + c) ^ j * ‖z‖) := by gcongr
        _ = (1 + c) ^ (j + 1) * ‖z‖ := by ring
  induction k with
  | zero => simp
  | succ k ih =>
    have h0 : 0 ≤ c * ((1 + c) ^ k * ‖x - y‖) := by positivity
    have e : x ^ (k + 1) - y ^ (k + 1) = x * (x ^ k - y ^ k) + (x - y) * y ^ k := by
      rw [pow_succ', pow_succ', mul_sub, sub_mul]; abel
    calc ‖x ^ (k + 1) - y ^ (k + 1)‖
        ≤ (1 + c) * ‖x ^ k - y ^ k‖ + (1 + c) ^ k * ‖x - y‖ := by
          rw [e]; exact (norm_add_le _ _).trans (add_le_add (hl _) (hr _ _))
      _ ≤ (1 + c) * (k * (1 + c) ^ k * ‖x - y‖) + (1 + c) ^ k * ‖x - y‖ := by gcongr
      _ ≤ ((k + 1 : ℕ) : ℝ) * (1 + c) ^ (k + 1) * ‖x - y‖ := by
          rw [pow_succ]; push_cast; nlinarith [h0]

section Banach

variable {𝔸 : Type*} [NormedRing 𝔸] [NormedAlgebra ℂ 𝔸] [CompleteSpace 𝔸]

/-- Short-time expansion: `n (exp (A / n) - 1)` tends to the generator `A`. -/
theorem short_time (A : 𝔸) :
    Tendsto (fun n : ℕ => (n : ℂ) • (exp ((n : ℂ)⁻¹ • A) - 1)) atTop (𝓝 A) := by
  have h := hasDerivAt_iff_tendsto_slope_zero.1 (hasDerivAt_exp_smul_const A (0 : ℂ))
  have hn : Tendsto (fun n : ℕ => (n : ℂ)⁻¹) atTop (𝓝[≠] 0) := by
    refine tendsto_nhdsWithin_iff.2 ⟨?_, ?_⟩
    · rw [tendsto_zero_iff_norm_tendsto_zero]
      have h1 : Tendsto (fun n : ℕ => (n : ℝ)⁻¹) atTop (𝓝 0) :=
        tendsto_inv_atTop_zero.comp tendsto_natCast_atTop_atTop
      simpa using h1
    · filter_upwards [eventually_ne_atTop 0] with n hn
      simpa using hn
  simpa [Function.comp_def] using h.comp hn

/-- If the steps `x n` satisfy `n (x n - 1) → D`, then the products `(x n)^n` tend to
`exp D`. -/
theorem pow_tendsto_exp (x : ℕ → 𝔸) (D : 𝔸)
    (hx : Tendsto (fun n : ℕ => (n : ℂ) • (x n - 1)) atTop (𝓝 D)) :
    Tendsto (fun n : ℕ => x n ^ n) atTop (𝓝 (exp D)) := by
  letI : NormedAlgebra ℚ 𝔸 := NormedAlgebra.restrictScalars ℚ ℂ 𝔸
  have hy := short_time D
  have hg := ((hx.sub hy).norm).const_mul (Real.exp (‖D‖ + 1))
  rw [sub_self, norm_zero, mul_zero] at hg
  rw [tendsto_iff_norm_sub_tendsto_zero]
  refine squeeze_zero' (Eventually.of_forall fun n => norm_nonneg _) ?_ hg
  filter_upwards [hx.norm.eventually_le_const (lt_add_one _),
    hy.norm.eventually_le_const (lt_add_one _), eventually_ne_atTop 0] with n h1 h2 hn
  have hpos : (0 : ℝ) < n := Nat.cast_pos.2 (Nat.pos_of_ne_zero hn)
  have hnC : (n : ℂ) ≠ 0 := Nat.cast_ne_zero.2 hn
  rw [norm_smul, Complex.norm_natCast, mul_comm, ← le_div_iff₀ hpos] at h1 h2
  -- compare with the exact step `exp (D / n)`, whose `n`-th power is `exp D`
  have hexp : exp D = exp ((n : ℂ)⁻¹ • D) ^ n := by
    rw [← exp_nsmul, ← Nat.cast_smul_eq_nsmul ℂ, smul_smul, mul_inv_cancel₀ hnC, one_smul]
  have hgrow : (1 + (‖D‖ + 1) / n) ^ n ≤ Real.exp (‖D‖ + 1) :=
    calc (1 + (‖D‖ + 1) / n) ^ n ≤ Real.exp ((‖D‖ + 1) / n) ^ n :=
          pow_le_pow_left₀ (by positivity)
            (by linarith [Real.add_one_le_exp ((‖D‖ + 1) / n)]) n
      _ = Real.exp (‖D‖ + 1) := by
          rw [← Real.exp_nat_mul, mul_div_cancel₀ _ hpos.ne']
  rw [hexp, ← smul_sub, sub_sub_sub_cancel_right, norm_smul, Complex.norm_natCast]
  calc _ ≤ n * (1 + (‖D‖ + 1) / n) ^ n * ‖x n - exp ((n : ℂ)⁻¹ • D)‖ :=
        norm_pow_sub_pow_le _ _ _ h1 h2 n
    _ ≤ n * Real.exp (‖D‖ + 1) * ‖x n - exp ((n : ℂ)⁻¹ • D)‖ := by gcongr
    _ = _ := by ring

end Banach

end

end ZenoDynamics
```

Messages:

```
Main.lean:70:2: warning: Try this: 
  letI̵

The goal is a proposition, so `let` is preferred over `letI`.
The difference between `let` and `letI` is that `letI` inlines the value.
But this is not relevant for proofs because of proof irrelevance.

Note: This linter can be disabled with `set_option linter.style.haveILetI false`
Main.lean:83:10: error: Ambiguous term
  exp_nsmul
Possible interpretations:
  Matrix.exp_nsmul : ∀ (n : ℕ) (A : Matrix ?m.355 ?m.355 ?m.356), exp (n • A) = exp A ^ n
  
  NormedSpace.exp_nsmul : ∀ (n : ℕ) (x : ?m.355), exp (n • x) = exp x ^ n
```

What went wrong. The error arises in `hexp`, at the first rewrite `← exp_nsmul`. The file opens both `NormedSpace` and `Matrix`, and each namespace has a lemma of that name: `Matrix.exp_nsmul`, stating `exp (n • A) = exp A ^ n` for a square matrix `A`, and `NormedSpace.exp_nsmul`, stating the same for an element `x` of a type left open. The metavariables in the message show that the bare name was elaborated with nothing fixing its argument type, so both readings succeeded and Lean reported the term as ambiguous instead of choosing one. Writing `NormedSpace.exp_nsmul` selects the version suited to the abstract algebra `𝔸`. Used right to left, it turns `exp ((n : ℂ)⁻¹ • D) ^ n` into `exp (n • (n : ℂ)⁻¹ • D)`, and the remaining rewrites, unchanged apart from a line break, reduce the argument to `D`.

The warning is a style linter, independent of the error: `letI` inlines its value, which is irrelevant when the goal is a proposition, so `let` is preferred. Replacing `letI :` by `let _ :` supplies the same `NormedAlgebra ℚ 𝔸` structure and is mere tidying.

The change, after which it compiles:

```diff
@@ -68,5 +68,5 @@
     (hx : Tendsto (fun n : ℕ => (n : ℂ) • (x n - 1)) atTop (𝓝 D)) :
     Tendsto (fun n : ℕ => x n ^ n) atTop (𝓝 (exp D)) := by
-  letI : NormedAlgebra ℚ 𝔸 := NormedAlgebra.restrictScalars ℚ ℂ 𝔸
+  let _ : NormedAlgebra ℚ 𝔸 := NormedAlgebra.restrictScalars ℚ ℂ 𝔸
   have hy := short_time D
   have hg := ((hx.sub hy).norm).const_mul (Real.exp (‖D‖ + 1))
@@ -81,5 +81,6 @@
   -- compare with the exact step `exp (D / n)`, whose `n`-th power is `exp D`
   have hexp : exp D = exp ((n : ℂ)⁻¹ • D) ^ n := by
-    rw [← exp_nsmul, ← Nat.cast_smul_eq_nsmul ℂ, smul_smul, mul_inv_cancel₀ hnC, one_smul]
+    rw [← NormedSpace.exp_nsmul, ← Nat.cast_smul_eq_nsmul ℂ, smul_smul, mul_inv_cancel₀ hnC,
+      one_smul]
   have hgrow : (1 + (‖D‖ + 1) / n) ^ n ≤ Real.exp (‖D‖ + 1) :=
     calc (1 + (‖D‖ + 1) / n) ^ n ≤ Real.exp ((‖D‖ + 1) / n) ^ n :=
```
